# Two lower bounds on the kinetic energy per particle of a relativistic ideal Fermi gas at zero temperature

In a gas of non-interacting relativistic particles filling a Fermi sphere of radius `x` > 0, a particle of momentum t has kinetic energy √(1 + t²) − 1, with momenta in units of mc and energies in units of mc². The theorem `energyPerParticle_lower` states that the average of this energy over the sphere is at least 3x²/10 − 3x⁴/56 and also at least 3x/4 − 1. The proof first shows, in the step `key`, that a polynomial a + bt + ct² + dt⁴ lying below the single-particle energy for all t ≥ 0 has an average over the sphere that lies below the energy per particle. It then applies this to t²/2 − t⁴/8 and to t − 1.

This version doesn't compile in Lean 4 with Mathlib:

```lean
import Mathlib

open Filter Topology

namespace RelativisticFermiGas

noncomputable section

/-- Kinetic energy, in units of `mc²`, of a particle with momentum `t` in units of `mc`. -/
def kineticEnergy (t : ℝ) : ℝ := √(1 + t ^ 2) - 1

/-- Kinetic energy per particle of a gas filling the Fermi sphere of radius `x`, for `x > 0`:
the average of the single-particle energy with the shell weight `t²`. -/
def energyPerParticle (x : ℝ) : ℝ :=
  (∫ t in (0 : ℝ)..x, t ^ 2 * kineticEnergy t) / ∫ t in (0 : ℝ)..x, t ^ 2

/-- The integral of the shell weight `t²` up to the Fermi momentum `x` is `x³/3`. -/
theorem integral_shell_weight (x : ℝ) : ∫ t in (0 : ℝ)..x, t ^ 2 = x ^ 3 / 3 := by
  rw [integral_pow]
  norm_num

/-- The integral from `0` to `x` of the polynomial `a + bt + ct² + dt⁴` with the shell weight `t²`.
-/
theorem integral_polynomial_energy (a b c d x : ℝ) :
    ∫ t in (0 : ℝ)..x, t ^ 2 * (a + b * t + c * t ^ 2 + d * t ^ 4) =
      a / 3 * x ^ 3 + b / 4 * x ^ 4 + c / 5 * x ^ 5 + d / 7 * x ^ 7 := by
  have hder : ∀ t : ℝ, HasDerivAt
      (fun y : ℝ => a / 3 * y ^ 3 + b / 4 * y ^ 4 + c / 5 * y ^ 5 + d / 7 * y ^ 7)
      (t ^ 2 * (a + b * t + c * t ^ 2 + d * t ^ 4)) t := by
    intro t
    have p3 : HasDerivAt (fun y : ℝ => y ^ 3) (3 * t ^ 2) t := by
      simpa using hasDerivAt_pow 3 t
    have p4 : HasDerivAt (fun y : ℝ => y ^ 4) (4 * t ^ 3) t := by
      simpa using hasDerivAt_pow 4 t
    have p5 : HasDerivAt (fun y : ℝ => y ^ 5) (5 * t ^ 4) t := by
      simpa using hasDerivAt_pow 5 t
    have p7 : HasDerivAt (fun y : ℝ => y ^ 7) (7 * t ^ 6) t := by
      simpa using hasDerivAt_pow 7 t
    exact ((((p3.const_mul (a / 3)).fun_add (p4.const_mul (b / 4))).fun_add
      (p5.const_mul (c / 5))).fun_add (p7.const_mul (d / 7))).congr_deriv (by ring)
  have hc : Continuous fun t : ℝ => t ^ 2 * (a + b * t + c * t ^ 2 + d * t ^ 4) := by
    fun_prop
  rw [intervalIntegral.integral_eq_sub_of_hasDerivAt (fun t _ => hder t)
    (hc.intervalIntegrable 0 x)]
  simp

/-- Upper and lower bounds on the kinetic energy of one particle with momentum `t ≥ 0`. -/
theorem kineticEnergy_bounds {t : ℝ} (ht : 0 ≤ t) :
    kineticEnergy t ≤ t ^ 2 / 2 ∧ kineticEnergy t ≤ t ∧
      t ^ 2 / 2 - t ^ 4 / 8 ≤ kineticEnergy t ∧ t - 1 ≤ kineticEnergy t := by
  unfold kineticEnergy
  have hs : √(1 + t ^ 2) ^ 2 = 1 + t ^ 2 := Real.sq_sqrt (by positivity)
  have h0 : 0 ≤ √(1 + t ^ 2) := Real.sqrt_nonneg _
  generalize √(1 + t ^ 2) = s at hs h0 ⊢
  have h1 : 1 ≤ s := by nlinarith [sq_nonneg t]
  have h4 : t ^ 4 = (s ^ 2 - 1) ^ 2 := by
    rw [hs]
    ring
  -- the error of the quartic expansion is (s - 1)³ (s + 3) / 8
  have h5 : 0 ≤ (s - 1) ^ 3 * (s + 3) :=
    mul_nonneg (pow_nonneg (sub_nonneg.2 h1) 3) (by linarith)
  refine ⟨?_, ?_, ?_, ?_⟩
  · nlinarith [sq_nonneg (s - 1)]
  · nlinarith
  · nlinarith [h5, h4, hs]
  · nlinarith

/-- The kinetic energy per particle is at least `3x²/10 - 3x⁴/56` and at least `3x/4 - 1`. -/
theorem energyPerParticle_lower {x : ℝ} (hx : 0 < x) :
    3 / 10 * x ^ 2 - 3 / 56 * x ^ 4 ≤ energyPerParticle x ∧
      3 / 4 * x - 1 ≤ energyPerParticle x := by
  have hf : Continuous fun t : ℝ => t ^ 2 * kineticEnergy t := by
    unfold kineticEnergy
    fun_prop
  have key : ∀ a b c d : ℝ,
      (∀ t, 0 ≤ t → a + b * t + c * t ^ 2 + d * t ^ 4 ≤ kineticEnergy t) →
      a + 3 * b / 4 * x + 3 * c / 5 * x ^ 2 + 3 * d / 7 * x ^ 4 ≤ energyPerParticle x := by
    intro a b c d h
    have hg : Continuous fun t : ℝ => t ^ 2 * (a + b * t + c * t ^ 2 + d * t ^ 4) := by
      fun_prop
    have hm := intervalIntegral.integral_mono_on hx.le (hg.intervalIntegrable 0 x)
      (hf.intervalIntegrable 0 x)
      (fun t ht => mul_le_mul_of_nonneg_left (h t ht.1) (sq_nonneg t))
    rw [integral_polynomial_energy] at hm
    unfold energyPerParticle
    rw [integral_shell_weight, le_div_iff₀ (by positivity)]
    exact (le_of_eq (by ring)).trans hm
  constructor
  · have h := key 0 0 (1 / 2) (-1 / 8)
      (fun t ht => by linarith [(kineticEnergy_bounds ht).2.2.1])
    linarith
  · have h := key (-1) 1 0 0
      (fun t ht => by linarith [(kineticEnergy_bounds ht).2.2.2])
    linarith

end

end RelativisticFermiGas
```

The error:

```
Main.lean:81:56: error: typeclass instance problem is stuck
  MeasureTheory.IsLocallyFiniteMeasure ?m.682

Note: Lean will not try to resolve this typeclass instance problem because the fourth type argument to `MeasureTheory.IsLocallyFiniteMeasure` is a metavariable. This argument must be fully determined before Lean will try to resolve the typeclass.

Hint: Adding type annotations and supplying implicit arguments to functions can give Lean more information for typeclass resolution. For example, if you have a variable `x` that you intend to be a `Nat`, but Lean reports it as having an unresolved type like `?m`, replacing `x` with `(x : Nat)` can get typeclass resolution un-stuck.
```

As a diff, the version that Lean accepts:

```diff
@@ -79,5 +79,6 @@
     have hg : Continuous fun t : ℝ => t ^ 2 * (a + b * t + c * t ^ 2 + d * t ^ 4) := by
       fun_prop
-    have hm := intervalIntegral.integral_mono_on hx.le (hg.intervalIntegrable 0 x)
+    have hm := intervalIntegral.integral_mono_on (μ := MeasureTheory.volume) hx.le
+      (hg.intervalIntegrable 0 x)
       (hf.intervalIntegrable 0 x)
       (fun t ht => mul_le_mul_of_nonneg_left (h t ht.1) (sq_nonneg t))
```

What went wrong. The error is in the step `hm`, which integrates the pointwise inequality with `intervalIntegral.integral_mono_on`. That lemma holds for a general measure `μ`, which is an implicit argument. The message points to `hg.intervalIntegrable 0 x`, which derives integrability from continuity and for this needs an instance of `MeasureTheory.IsLocallyFiniteMeasure` for the measure. But nothing in the step says which measure is meant: `hm` is introduced without a stated type, and neither the continuity facts nor the pointwise inequality mention one. The measure therefore stays a metavariable, and Lean does not search for the instance. The later rewrite with `integral_polynomial_energy`, whose integral is over the usual Lebesgue measure, comes too late to help, because `hm` has to be elaborated first.

The repair passes `(μ := MeasureTheory.volume)` to the lemma. This fixes the measure as Lebesgue measure, for which Lean finds the instance, and it is also the measure in the integrals that define `energyPerParticle`. Moving `(hg.intervalIntegrable 0 x)` to a line of its own only changes the layout.
